# The W-cycle contraction bound stays bounded over all grid levels exactly when $4Cs\le 1$

In a real-space electronic-structure calculation, the Hartree potential $V$ of a density $\rho$ can be found by solving $-\nabla^2 V=4\pi\rho$ (in atomic units) on a grid. A multigrid W-cycle damps the rough part of the error by a few smoothing sweeps and leaves the smooth part to the next coarser grid, where the cycle calls itself twice. A finer grid means more levels, and every coarse problem except the one on the coarsest grid is solved only approximately. Do these errors pile up as levels are added?

Two constants enter the estimate. The number $s$ bounds the fraction of the error left by a cycle whose coarse problem is solved exactly. The number $C$ bounds the product of two norms: that of the map from the fine-grid error to its coarse-grid part, and that of the interpolation back to the fine grid.

```lean
import Mathlib

open Filter Topology

namespace WCycleMultigrid

noncomputable section
```

## A quadratic recursion with a threshold

Let $a_l$ be the bound on the error reduction with $l$ grids above the coarsest one. The coarsest grid is solved exactly, so $a_0=0$. Two coarse cycles contribute a squared factor:
$$a_{l+1}=s+C\,a_l^2 .$$
In Lean, $a_l$ is `wBound s C l`. The signs of $s$ and $C$ are hypotheses of the theorems.

```lean
/-- The W-cycle contraction bound: `a₀ = 0` and `a_(l+1) = s + C a_l²`. -/
def wBound (s C : ℝ) : ℕ → ℝ
  | 0 => 0
  | l + 1 => s + C * wBound s C l ^ 2
```

If $s,C\ge 0$, then $a_l\ge 0$, because $a_0=0$ and every later value is a sum of nonnegative terms.

```lean
/-- For nonnegative `s` and `C` the contraction bound is nonnegative on every level. -/
theorem wBound_nonneg {s C : ℝ} (hs : 0 ≤ s) (hC : 0 ≤ C) (l : ℕ) : 0 ≤ wBound s C l := by
  cases l with
  | zero => exact le_refl 0
  | succ l => exact add_nonneg hs (mul_nonneg hC (sq_nonneg _))
```

Now let $4Cs\le 1$ and suppose $a_l\le 2s$. Since $a_l\ge0$, the inequality may be squared:
$$C a_l^2\le 4Cs^2=(4Cs)\,s\le s,\qquad\text{so}\qquad a_{l+1}\le 2s .$$
The induction starts from $a_0=0\le 2s$. In the code, `h1` is the squaring, `h2` is the use of $4Cs\le1$, and `linarith` adds them up.

```lean
/-- For nonnegative `s` and `C` with `4Cs ≤ 1`, the contraction bound is at most `2s` for every
number of levels. -/
theorem wBound_le {s C : ℝ} (hs : 0 ≤ s) (hC : 0 ≤ C) (h : 4 * C * s ≤ 1) (l : ℕ) :
    wBound s C l ≤ 2 * s := by
  induction l with
  | zero => simpa [wBound] using hs
  | succ l ih =>
    have h1 : C * wBound s C l ^ 2 ≤ C * (2 * s) ^ 2 :=
      mul_le_mul_of_nonneg_left (pow_le_pow_left₀ (wBound_nonneg hs hC l) ih 2) hC
    have h2 : 4 * C * s * s ≤ 1 * s := mul_le_mul_of_nonneg_right h hs
    change s + C * wBound s C l ^ 2 ≤ 2 * s
    linarith
```

If $4Cs>1$ and $C>0$, put $k=1/(4C)$, so that $k<s$. Completing the square gives
$$C a_l^2-a_l+k=k\,(2Ca_l-1)^2\ge 0,$$
hence $a_{l+1}-a_l\ge s-k>0$. Each level adds at least this fixed amount, so $a_l\ge l\,(s-k)$, which tends to infinity. The identity is `e`, and the linear lower bound is `lin`.

```lean
/-- For `C > 0` and `4Cs > 1`, the contraction bound tends to infinity with the number of
levels. -/
theorem wBound_tendsto_atTop {s C : ℝ} (hC : 0 < C) (h : 1 < 4 * C * s) :
    Tendsto (wBound s C) atTop atTop := by
  obtain ⟨k, hk0, hk⟩ : ∃ k : ℝ, 0 < k ∧ 4 * C * k = 1 :=
    ⟨(4 * C)⁻¹, by positivity, mul_inv_cancel₀ (by positivity)⟩
  have hks : k < s :=
    lt_of_mul_lt_mul_left (by rw [hk]; exact h : 4 * C * k < 4 * C * s) (by positivity)
  -- each level raises the bound by at least `s - k`
  have lin : ∀ l : ℕ, (l : ℝ) * (s - k) ≤ wBound s C l := by
    intro l
    induction l with
    | zero => simp [wBound]
    | succ l ih =>
      have e : C * wBound s C l ^ 2 - wBound s C l + k
          = k * (2 * C * wBound s C l - 1) ^ 2 := by
        linear_combination (wBound s C l - C * wBound s C l ^ 2) * hk
      have e0 : 0 ≤ k * (2 * C * wBound s C l - 1) ^ 2 := by positivity
      change ((l + 1 : ℕ) : ℝ) * (s - k) ≤ s + C * wBound s C l ^ 2
      push_cast
      linarith
  exact tendsto_atTop_mono lin (tendsto_natCast_atTop_atTop.atTop_mul_const (sub_pos.mpr hks))
```

For example, $s=\tfrac12$ and $C=1$ give $0,\ 0.5,\ 0.75,\ 1.0625,\dots$ A two-grid bound $s<1$ is therefore not sufficient to keep $a_l$ bounded. A divergent bound does not show that the cycle itself diverges.

Together the two cases give an equivalence for $s\ge0$ and $C>0$. If $4Cs\le1$, then $2s$ is a common bound; otherwise the sequence passes any proposed bound $B$.

```lean
/-- For `s ≥ 0` and `C > 0`, the contraction bound stays bounded over all levels exactly when
`4Cs ≤ 1`. -/
theorem wBound_bounded_iff {s C : ℝ} (hs : 0 ≤ s) (hC : 0 < C) :
    (∃ B, ∀ l, wBound s C l ≤ B) ↔ 4 * C * s ≤ 1 := by
  constructor
  · rintro ⟨B, hB⟩
    by_contra h
    obtain ⟨l, hl⟩ := ((wBound_tendsto_atTop hC (not_le.mp h)).eventually_gt_atTop B).exists
    exact not_lt_of_ge (hB l) hl
  · exact fun h => ⟨2 * s, wBound_le hs hC.le h⟩
```

## The cycle as an algorithm

The recursion now has to be connected with a solver. Level $l$ has a real normed space `E l` of grid functions and an operator $A_l$, such as the discrete $-\nabla^2$. The type `≃L` says that $A_l$ is linear and invertible, and continuous in both directions. With periodic boundaries the constant potential is a zero mode, so `E l` must then contain only functions of zero mean. Prolongation $P_l$ interpolates from level $l$ to $l+1$, and restriction $R_l$ averages back. The operator $W_l$ acts on level $l+1$ and defines the smoother there. No relation among these operators is assumed at this stage.

```lean
/-- A grid hierarchy: invertible operators `A`, prolongations `P`, restrictions `R`, and operators
`W` that define the smoothers. Level `0` is the coarsest grid. -/
structure Hierarchy (E : ℕ → Type*) [∀ l, NormedAddCommGroup (E l)]
    [∀ l, NormedSpace ℝ (E l)] where
  A : ∀ l, E l ≃L[ℝ] E l
  P : ∀ l, E l →L[ℝ] E (l + 1)
  R : ∀ l, E (l + 1) →L[ℝ] E l
  W : ∀ l, E (l + 1) →L[ℝ] E (l + 1)
```

One sweep for $A_{l+1}u=f$ is
$$u\mapsto u+W_l\,(f-A_{l+1}u).$$
For damped Jacobi, $W_l$ is a damping factor times the inverse diagonal of $A_{l+1}$.

```lean
namespace Hierarchy

variable {E : ℕ → Type*} [∀ l, NormedAddCommGroup (E l)] [∀ l, NormedSpace ℝ (E l)]
  (H : Hierarchy E)

/-- One smoothing sweep for `A u = f`: `u ↦ u + W (f - A u)`. -/
def smooth (l : ℕ) (f u : E (l + 1)) : E (l + 1) := u + H.W l (f - H.A (l + 1) u)
```

After $\nu$ sweeps have turned $u$ into $u_\nu$, the residual is restricted to the coarse grid:
$$d=R_l\,(f-A_{l+1}u_\nu).$$

```lean
/-- The restricted residual after `ν` smoothing sweeps. -/
def defect (ν l : ℕ) (f u : E (l + 1)) : E l :=
  H.R l (f - H.A (l + 1) ((H.smooth l f)^[ν] u))
```

The coarse problem is $A_l v=d$. One W-cycle is applied to it from the starting value zero, a second one continues from the result, and the fine-grid function becomes $u_\nu+P_l v$. There are no sweeps after the correction. In three dimensions, halving the number of points per direction leaves an eighth of the points, so calling the coarse cycle twice from every cycle costs about $1+\tfrac14+\tfrac1{16}+\dots=\tfrac43$ times the work on the finest grid.

```lean
/-- The W-cycle for `A u = f`: an exact solve on the coarsest grid; on a finer grid, `ν` sweeps and
a correction from two successive coarse W-cycles, the first started at zero. -/
def cycle (ν : ℕ) : (l : ℕ) → E l → E l → E l
  | 0, f, _ => (H.A 0).symm f
  | l + 1, f, u => (H.smooth l f)^[ν] u +
      H.P l (cycle ν l (H.defect ν l f u) (cycle ν l (H.defect ν l f u) 0))
```

## What one cycle does to the error

Let $e=u-A_{l+1}^{-1}f$ be the error. Then $f-A_{l+1}u=-A_{l+1}e$, and a sweep maps $e$ to $S_l e$ with
$$S_l=1-W_lA_{l+1}.$$

```lean
/-- The error operator `S = 1 - W A` of one smoothing sweep. -/
def S (l : ℕ) : E (l + 1) →L[ℝ] E (l + 1) :=
  ContinuousLinearMap.id ℝ (E (l + 1)) -
    (H.W l).comp (H.A (l + 1) : E (l + 1) →L[ℝ] E (l + 1))
```

The part of the error that the coarse grid sees after smoothing is $K_l e$, with
$$K_l=A_l^{-1}R_lA_{l+1}S_l^{\nu}.$$

```lean
/-- The map `A_l⁻¹ R A_(l+1) S^ν` from the fine-grid error to its coarse-grid part. -/
def coarse (ν l : ℕ) : E (l + 1) →L[ℝ] E l :=
  ((H.A l).symm : E l →L[ℝ] E l).comp ((H.R l).comp
    ((H.A (l + 1) : E (l + 1) →L[ℝ] E (l + 1)).comp (H.S l ^ ν)))
```

An exact coarse solve would subtract $P_lK_le$ and leave $T_le$, where
$$T_l=S_l^\nu-P_lK_l=(A_{l+1}^{-1}-P_lA_l^{-1}R_l)\,A_{l+1}S_l^\nu .$$
The first factor compares the fine and coarse solutions; the second measures the residual left by smoothing.

```lean
/-- The two-grid error operator, with the coarse problem solved exactly. -/
def twoGrid (ν l : ℕ) : E (l + 1) →L[ℝ] E (l + 1) :=
  H.S l ^ ν - (H.P l).comp (H.coarse ν l)
```

The recursive cycle replaces the exact coarse solve by two cycles, each with error operator $M_l$. This suggests
$$M_0=0,\qquad M_{l+1}=T_l+P_lM_l^2K_l .$$

```lean
/-- The W-cycle error operator: `M₀ = 0`, and `M_(l+1)` is the two-grid error operator plus
`P M_l² A_l⁻¹ R A_(l+1) S^ν`. -/
def errorOp (ν : ℕ) : (l : ℕ) → E l →L[ℝ] E l
  | 0 => 0
  | l + 1 => H.twoGrid ν l +
      (H.P l).comp (((errorOp ν l).comp (errorOp ν l)).comp (H.coarse ν l))
```

Two facts justify this definition. First, $\nu$ sweeps multiply the error by $S_l^\nu$. The proof is an induction on $\nu$ that splits off the last sweep and inserts the formula for $S_l$.

```lean
/-- After `ν` smoothing sweeps the error is `S^ν` applied to the initial error. -/
theorem smooth_error (ν l : ℕ) (f u : E (l + 1)) :
    (H.smooth l f)^[ν] u - (H.A (l + 1)).symm f
      = (H.S l ^ ν) (u - (H.A (l + 1)).symm f) := by
  induction ν with
  | zero => simp
  | succ ν ih =>
    have key : ∀ w, H.S l w = w - H.W l (H.A (l + 1) w) := fun _ => rfl
    rw [Function.iterate_succ_apply', pow_succ']
    change _ = H.S l ((H.S l ^ ν) (u - (H.A (l + 1)).symm f))
    rw [← ih, key]
    simp only [smooth, map_sub, ContinuousLinearEquiv.apply_symm_apply]
    abel
```

Second, a whole cycle multiplies the error by $M_l$. On level $0$ both sides vanish. On level $l+1$, the restricted residual is $d=-R_lA_{l+1}S_l^\nu e$, so the exact coarse solution is $A_l^{-1}d=-K_le$; this is `hc`. The starting value zero has the error $K_le$, and by the induction hypothesis two cycles (`i1`, `i2`) turn it into $M_l^2K_le$. The computed correction is therefore $v=-K_le+M_l^2K_le$, and
$$S_l^\nu e+P_lv=T_le+P_lM_l^2K_le=M_{l+1}e .$$

```lean
/-- One W-cycle multiplies the error by the W-cycle error operator. -/
theorem cycle_error (ν l : ℕ) (f u : E l) :
    H.cycle ν l f u - (H.A l).symm f = H.errorOp ν l (u - (H.A l).symm f) := by
  induction l with
  | zero => simp [cycle, errorOp]
  | succ l ih =>
    have hs := H.smooth_error ν l f u
    -- the exact coarse correction is minus the coarse part of the error
    have hc : (H.A l).symm (H.defect ν l f u)
        = -(H.coarse ν l (u - (H.A (l + 1)).symm f)) := by
      have h : f - H.A (l + 1) ((H.smooth l f)^[ν] u)
          = -(H.A (l + 1) ((H.S l ^ ν) (u - (H.A (l + 1)).symm f))) := by
        rw [← hs, map_sub, ContinuousLinearEquiv.apply_symm_apply, neg_sub]
      unfold defect
      rw [h, map_neg, map_neg]
      rfl
    -- two successive coarse cycles, the first started at zero
    have i1 := ih (H.defect ν l f u) 0
    have i2 := ih (H.defect ν l f u) (H.cycle ν l (H.defect ν l f u) 0)
    rw [i1, zero_sub, hc, neg_neg] at i2
    have i3 := eq_add_of_sub_eq i2
    change (H.smooth l f)^[ν] u + H.P l (H.cycle ν l (H.defect ν l f u)
        (H.cycle ν l (H.defect ν l f u) 0)) - (H.A (l + 1)).symm f
      = ((H.S l ^ ν) (u - (H.A (l + 1)).symm f)
          - H.P l (H.coarse ν l (u - (H.A (l + 1)).symm f)))
        + H.P l (H.errorOp ν l (H.errorOp ν l (H.coarse ν l (u - (H.A (l + 1)).symm f))))
    rw [i3, map_add, map_neg, ← hs]
    abel
```

## From operator norms to a fixed reduction per cycle

Assume $\|T_l\|\le s$ and $\|P_l\|\,\|K_l\|\le C$ on all levels. If $\|M_l\|\le a_l$, the triangle inequality and submultiplicativity give
$$\|M_{l+1}\|\le\|T_l\|+\|P_l\|\,\|K_l\|\,\|M_l\|^2\le s+C a_l^2=a_{l+1}.$$
The steps `h1` to `h3` take the composition apart factor by factor, and `h4` inserts the bounds.

```lean
/-- If `s` bounds the two-grid error operators and `C` bounds `‖P‖ ‖A_l⁻¹ R A_(l+1) S^ν‖` on all
levels, the norm of the W-cycle error operator obeys the contraction bound. -/
theorem norm_errorOp_le {ν : ℕ} {s C : ℝ} (hs : ∀ l, ‖H.twoGrid ν l‖ ≤ s)
    (hC : ∀ l, ‖H.P l‖ * ‖H.coarse ν l‖ ≤ C) (l : ℕ) :
    ‖H.errorOp ν l‖ ≤ wBound s C l := by
  induction l with
  | zero => simp [errorOp, wBound]
  | succ l ih =>
    have hC0 : 0 ≤ C := le_trans (by positivity) (hC l)
    have h1 := ContinuousLinearMap.opNorm_comp_le (H.errorOp ν l) (H.errorOp ν l)
    have h2 := (ContinuousLinearMap.opNorm_comp_le
      ((H.errorOp ν l).comp (H.errorOp ν l)) (H.coarse ν l)).trans
        (mul_le_mul_of_nonneg_right h1 (norm_nonneg _))
    have h3 := (ContinuousLinearMap.opNorm_comp_le (H.P l)
      (((H.errorOp ν l).comp (H.errorOp ν l)).comp (H.coarse ν l))).trans
        (mul_le_mul_of_nonneg_left h2 (norm_nonneg _))
    have h4 : ‖H.P l‖ * ‖H.coarse ν l‖ * ‖H.errorOp ν l‖ ^ 2 ≤ C * wBound s C l ^ 2 :=
      mul_le_mul (hC l) (pow_le_pow_left₀ (norm_nonneg _) ih 2) (by positivity) hC0
    refine (norm_add_le _ _).trans (add_le_add (hs l) (h3.trans ?_))
    calc _ = ‖H.P l‖ * ‖H.coarse ν l‖ * ‖H.errorOp ν l‖ ^ 2 := by ring
      _ ≤ _ := h4
```

Finally, let the number of sweeps vary. Suppose $\|T_l\|\le s(\nu)$ on every level with $s(\nu)\to0$, while a single $C$ serves all $\nu$ and $l$. Physically, smoothing must leave a residual that the next coarser grid represents well, equally on all levels, and the coarse correction must not amplify errors without limit. Both conditions are assumed here; for a given discretisation and norm they need their own proof.

Given $q>0$, all sufficiently large $\nu$ satisfy $4Cs(\nu)<1$ and $2s(\nu)<q$. Then $\|M_l\|\le a_l\le2s(\nu)<q$, and one cycle leaves at most $q$ times the initial error. The quantifier `∀ᶠ ν in atTop` stands before the levels, right-hand sides and starting values, so one threshold for $\nu$ serves them all. Convergence of repeated cycles follows when $q<1$.

```lean
/-- Suppose the two-grid bound `s ν` tends to zero with the number of sweeps, while `C` bounds the
coarse-correction factors for all `ν` and levels. Then for any `q > 0`, all sufficiently large `ν`
make one W-cycle leave at most `q` times the initial error on every level. -/
theorem enough_smoothing {s : ℕ → ℝ} {C q : ℝ} (hq : 0 < q)
    (hs : ∀ ν l, ‖H.twoGrid ν l‖ ≤ s ν)
    (hC : ∀ ν l, ‖H.P l‖ * ‖H.coarse ν l‖ ≤ C) (hlim : Tendsto s atTop (𝓝 0)) :
    ∀ᶠ ν in atTop, ∀ l (f u : E l),
      ‖H.cycle ν l f u - (H.A l).symm f‖ ≤ q * ‖u - (H.A l).symm f‖ := by
  have h1 : ∀ᶠ ν in atTop, 4 * C * s ν < 1 :=
    (hlim.const_mul (4 * C)).eventually_lt_const (by norm_num)
  have h2 : ∀ᶠ ν in atTop, 2 * s ν < q :=
    (hlim.const_mul 2).eventually_lt_const (by simpa using hq)
  filter_upwards [h1, h2] with ν h3 h4 l f u
  have hs0 : 0 ≤ s ν := (norm_nonneg _).trans (hs ν 0)
  have hC0 : 0 ≤ C := le_trans (by positivity) (hC ν 0)
  have hM : ‖H.errorOp ν l‖ ≤ q :=
    ((H.norm_errorOp_le (hs ν) (hC ν) l).trans (wBound_le hs0 hC0 h3.le l)).trans h4.le
  rw [H.cycle_error]
  exact ((H.errorOp ν l).le_opNorm _).trans (mul_le_mul_of_nonneg_right hM (norm_nonneg _))

end Hierarchy

end

end WCycleMultigrid
```

In a self-consistent calculation, $f$ is $4\pi\rho$ with the boundary terms, or $4\pi\rho$ minus its mean if the boundaries are periodic, and $u$ can be the potential from the previous iteration. If the constants were $s=0.1$ and $C=2$, then $4Cs=0.8$ and each cycle would leave at most $0.2$ of the error. Ten cycles would leave at most about $10^{-7}$ of it, however many levels the grid has. For a linear problem with a fixed linear smoother, an exact coarsest solve and these uniform bounds, one number of Poisson cycles thus suffices for a given error reduction on every level, however fine the grid. Rounding errors are not part of the model.

The limit $s(\nu)\to0$ cannot be weakened to boundedness of $s(\nu)$. Take every `E l` to be $\mathbb R$, with $A_l=1$, $W_l=0$ and $P_l=0$. Then $C=0$ and $s(\nu)=1$ satisfy the norm bounds, yet on every level above the coarsest the cycle returns its starting value unchanged, so no $q<1$ is reached for any $\nu$.

```lean
#print axioms WCycleMultigrid.wBound_bounded_iff
#print axioms WCycleMultigrid.Hierarchy.enough_smoothing
```

```
'WCycleMultigrid.wBound_bounded_iff' depends on axioms: [propext, Classical.choice, Quot.sound]
'WCycleMultigrid.Hierarchy.enough_smoothing' depends on axioms: [propext, Classical.choice, Quot.sound]
```
